# A recursion for the canonical partition function of non-interacting fermions

When a fixed number of non-interacting fermions shares a finite set of levels, the fixed total ties the occupations of different levels together, and the canonical partition function does not in general factorise level by level. It can still be built up one particle at a time from the one-particle partition function at multiples of the inverse temperature.

In Lean 4 with Mathlib:

```lean
import Mathlib

open Finset

namespace FermionPartitionRecursion

noncomputable section

variable {ι : Type*} [Fintype ι] [DecidableEq ι]

/-- The Boltzmann weight of the many-fermion state in which exactly the levels in `S` are filled. -/
def weight (e : ι → ℝ) (β : ℝ) (S : Finset ι) : ℝ :=
  Real.exp (-β * ∑ i ∈ S, e i)

/-- The one-particle partition function `z(β)`. -/
def singleZ (e : ι → ℝ) (β : ℝ) : ℝ :=
  ∑ j, Real.exp (-β * e j)

/-- The canonical partition function of `N` fermions: the sum of the Boltzmann weights
over all choices of `N` distinct levels. -/
def fermiZ (e : ι → ℝ) (β : ℝ) (N : ℕ) : ℝ :=
  ∑ S ∈ powersetCard N univ, weight e β S

/-- The part of the `N`-fermion partition function in which level `j` is filled. -/
def occupiedZ (e : ι → ℝ) (β : ℝ) (N : ℕ) (j : ι) : ℝ :=
  ∑ S ∈ (powersetCard N univ).filter (fun S => j ∈ S), weight e β S

/-- A sum over `k = 1, ..., N`, relabelled to start from zero. -/
lemma sum_Icc_shift (f : ℕ → ℝ) (N : ℕ) :
    ∑ k ∈ Icc 1 N, f k = ∑ k ∈ range N, f (k + 1) := by
  induction N with
  | zero => simp
  | succ N ih => rw [Finset.sum_Icc_succ_top (by omega), ih, Finset.sum_range_succ]

/-- The total weight of the `N + 1`-fermion states with level `j` filled is the Boltzmann factor of
level `j` times the total weight of the `N`-fermion states with level `j` empty. -/
theorem occupiedZ_succ (e : ι → ℝ) (β : ℝ) (N : ℕ) (j : ι) :
    occupiedZ e β (N + 1) j =
      Real.exp (-β * e j) * (fermiZ e β N - occupiedZ e β N j) := by
  have hsplit := Finset.sum_filter_add_sum_filter_not
    (powersetCard N (univ : Finset ι)) (fun S => j ∈ S) (weight e β)
  have hempty : fermiZ e β N - occupiedZ e β N j =
      ∑ S ∈ (powersetCard N univ).filter (fun S => ¬ j ∈ S), weight e β S := by
    unfold fermiZ occupiedZ
    linarith
  rw [hempty, Finset.mul_sum]
  unfold occupiedZ
  -- remove the particle in level `j`, or put it back
  refine Finset.sum_nbij' (fun S => S.erase j) (fun S => insert j S) ?_ ?_ ?_ ?_ ?_
  · intro S hS
    simp only [Finset.mem_filter, Finset.mem_powersetCard_univ] at hS ⊢
    refine ⟨?_, Finset.notMem_erase j S⟩
    have := Finset.card_erase_of_mem hS.2
    omega
  · intro S hS
    simp only [Finset.mem_filter, Finset.mem_powersetCard_univ] at hS ⊢
    exact ⟨by rw [Finset.card_insert_of_notMem hS.2, hS.1], Finset.mem_insert_self j S⟩
  · intro S hS
    exact Finset.insert_erase (Finset.mem_filter.mp hS).2
  · intro S hS
    exact Finset.erase_insert (Finset.mem_filter.mp hS).2
  · intro S hS
    have hj : j ∈ S := (Finset.mem_filter.mp hS).2
    unfold weight
    rw [← Real.exp_add, ← mul_add, Finset.add_sum_erase S e hj]

/-- The weight of the states with level `j` filled, as an alternating sum over partition
functions with fewer particles. -/
theorem occupiedZ_eq_sum (e : ι → ℝ) (β : ℝ) (N : ℕ) (j : ι) :
    occupiedZ e β N j = ∑ k ∈ Icc 1 N,
      (-1 : ℝ) ^ (k + 1) * Real.exp (-((k : ℝ) * β) * e j) * fermiZ e β (N - k) := by
  rw [sum_Icc_shift]
  induction N with
  | zero => simp [occupiedZ, Finset.filter_singleton]
  | succ N ih =>
    rw [occupiedZ_succ, ih, Finset.sum_range_succ', mul_sub, Finset.mul_sum]
    -- the terms after the first are `-exp (-β * e j)` times the terms of the previous sum
    have h : ∑ k ∈ range N, (-1 : ℝ) ^ (k + 1 + 1 + 1) *
          Real.exp (-(((k + 1 + 1 : ℕ) : ℝ) * β) * e j) * fermiZ e β (N + 1 - (k + 1 + 1)) =
        -∑ k ∈ range N, Real.exp (-β * e j) * ((-1 : ℝ) ^ (k + 1 + 1) *
          Real.exp (-(((k + 1 : ℕ) : ℝ) * β) * e j) * fermiZ e β (N - (k + 1))) := by
      rw [← Finset.sum_neg_distrib]
      refine Finset.sum_congr rfl fun k _ => ?_
      have hexp : Real.exp (-(((k + 1 + 1 : ℕ) : ℝ) * β) * e j) =
          Real.exp (-β * e j) * Real.exp (-(((k + 1 : ℕ) : ℝ) * β) * e j) := by
        rw [← Real.exp_add]
        congr 1
        push_cast
        ring
      rw [hexp, show N + 1 - (k + 1 + 1) = N - (k + 1) by omega]
      ring
    have h0 : Real.exp (-(((0 + 1 : ℕ) : ℝ) * β) * e j) = Real.exp (-β * e j) := by
      norm_num
    rw [h, h0, show N + 1 - (0 + 1) = N by omega]
    ring

/-- Particle counting: the occupied weights of all levels add up to `N` times the
`N`-fermion partition function. -/
theorem sum_occupiedZ (e : ι → ℝ) (β : ℝ) (N : ℕ) :
    ∑ j, occupiedZ e β N j = (N : ℝ) * fermiZ e β N := by
  simp only [occupiedZ, fermiZ, Finset.sum_filter]
  rw [Finset.sum_comm, Finset.mul_sum]
  refine Finset.sum_congr rfl fun S hS => ?_
  rw [Finset.sum_ite_mem, Finset.univ_inter, Finset.sum_const, nsmul_eq_mul,
    Finset.mem_powersetCard_univ.mp hS]

/-- The recursion for the canonical partition function of `N` fermions: `N Z_N` is the
alternating sum over `k = 1, ..., N` of `z(kβ) Z_(N-k)`. -/
theorem fermion_recursion (e : ι → ℝ) (β : ℝ) (N : ℕ) :
    (N : ℝ) * fermiZ e β N = ∑ k ∈ Icc 1 N,
      (-1 : ℝ) ^ (k + 1) * singleZ e ((k : ℝ) * β) * fermiZ e β (N - k) := by
  rw [← sum_occupiedZ]
  simp_rw [occupiedZ_eq_sum]
  -- exchange the sums over levels and over `k`
  rw [Finset.sum_comm]
  refine Finset.sum_congr rfl fun k _ => ?_
  rw [singleZ, Finset.mul_sum, Finset.sum_mul]

omit [DecidableEq ι] in
/-- The `N`-fermion partition function is positive exactly when there are at least `N` levels. -/
theorem fermiZ_pos_iff (e : ι → ℝ) (β : ℝ) (N : ℕ) :
    0 < fermiZ e β N ↔ N ≤ Fintype.card ι := by
  constructor
  · intro h
    by_contra hN
    have hempty : powersetCard N (univ : Finset ι) = ∅ :=
      Finset.powersetCard_eq_empty.mpr (by rw [Finset.card_univ]; omega)
    simp [fermiZ, hempty] at h
  · intro h
    exact Finset.sum_pos (fun S _ => Real.exp_pos _)
      (Finset.powersetCard_nonempty.mpr (by rwa [Finset.card_univ]))

/-- For at least one particle, the alternating sum in the recursion is positive exactly when
there are at least `N` levels. -/
theorem alternating_sum_pos_iff (e : ι → ℝ) (β : ℝ) (N : ℕ) (hN : 1 ≤ N) :
    0 < ∑ k ∈ Icc 1 N,
      (-1 : ℝ) ^ (k + 1) * singleZ e ((k : ℝ) * β) * fermiZ e β (N - k) ↔
      N ≤ Fintype.card ι := by
  have hpos : (0 : ℝ) < N := by exact_mod_cast hN
  rw [← fermion_recursion, mul_pos_iff_of_pos_left hpos, fermiZ_pos_iff]

/-- The partition functions of two and of three fermions in terms of the one-particle
partition function at `β`, `2β` and `3β`. -/
theorem two_and_three_fermions (e : ι → ℝ) (β : ℝ) :
    2 * fermiZ e β 2 = singleZ e β ^ 2 - singleZ e (2 * β) ∧
    6 * fermiZ e β 3 =
      singleZ e β ^ 3 - 3 * singleZ e β * singleZ e (2 * β) + 2 * singleZ e (3 * β) := by
  have hZ0 : fermiZ e β 0 = 1 := by simp [fermiZ, weight]
  have h1 := fermion_recursion e β 1
  have h2 := fermion_recursion e β 2
  have h3 := fermion_recursion e β 3
  norm_num [sum_Icc_shift, Finset.sum_range_succ, hZ0] at h1 h2 h3
  constructor
  · linear_combination h2 + singleZ e β * h1
  · linear_combination 2 * h3 + singleZ e β * h2 +
      (singleZ e β ^ 2 - 2 * singleZ e (2 * β)) * h1

end

end FermionPartitionRecursion
```

```lean
#print axioms FermionPartitionRecursion.fermion_recursion
#print axioms FermionPartitionRecursion.alternating_sum_pos_iff
#print axioms FermionPartitionRecursion.two_and_three_fermions
```

```
'FermionPartitionRecursion.fermion_recursion' depends on axioms: [propext, Classical.choice, Quot.sound]
'FermionPartitionRecursion.alternating_sum_pos_iff' depends on axioms: [propext, Classical.choice, Quot.sound]
'FermionPartitionRecursion.two_and_three_fermions' depends on axioms: [propext, Classical.choice, Quot.sound]
```

## Fermion states as sets of levels

The finite type `ι` labels one-particle states, each of which is called a level here, and `e j` is the energy $e_j$ of state $j$. Degenerate states, such as two spin states, are different labels with equal energies. The partition function sums over a basis of $N$-fermion energy eigenstates, one for each set $S$ of $N$ labels. Since a set contains each label at most once, Pauli exclusion is built into the model. With $\beta$ the inverse temperature, the definitions read

$$z(\beta)=\sum_j e^{-\beta e_j},\qquad Z_N=\sum_{|S|=N} e^{-\beta\sum_{i\in S}e_i},$$

and these are `singleZ` and `fermiZ`. The quantity `occupiedZ`, written $W_N(j)$ below, keeps only the terms of $Z_N$ with $j\in S$. When $Z_N>0$, the ratio $W_N(j)/Z_N$ is the mean occupation of level $j$.

The theorem `fermion_recursion` states that, for every real $\beta$ and every natural number $N$,

$$N Z_N=\sum_{k=1}^{N}(-1)^{k+1}z(k\beta)\,Z_{N-k}.$$

In path-integral language, $z(k\beta)$ is the contribution of $k$ particles exchanged in one cycle, and $(-1)^{k+1}$ is the sign of that cyclic permutation. The proof uses sets of levels instead of permutations. Interactions, infinitely many levels and bosons are not covered.

For non-interacting fermions in finitely many levels, the recursion gives fixed-$N$ partition functions without enumerating all the sets $S$, so it can serve as a reference for simulation codes with the interactions switched off. In floating-point arithmetic the alternating terms can nearly cancel, particularly at low temperature, and many digits can then be lost.

## Removing one particle, then counting all of them

Write $x_j=e^{-\beta e_j}$. Taking the particle out of level $j$ turns an $(N+1)$-fermion state with $j$ filled into an $N$-fermion state with $j$ empty, and the weight loses a factor $x_j$. The states with $j$ empty have total weight $Z_N-W_N(j)$, so

$$W_{N+1}(j)=x_j\,\bigl(Z_N-W_N(j)\bigr).$$

This is `occupiedZ_succ`. Starting from $W_0(j)=0$, repeated substitution gives

$$W_N(j)=x_jZ_{N-1}-x_j^2Z_{N-2}+\dots=\sum_{k=1}^{N}(-1)^{k+1}x_j^k Z_{N-k}.$$

In `occupiedZ_eq_sum` this is an induction on $N$. The lemma `sum_Icc_shift` first relabels the sum to start at zero. The induction step then splits off the $k=1$ term and shows that the remainder is $-x_j$ times the previous sum.

Now sum over $j$. On the left, each set $S$ is counted once for each of its $N$ members, so $\sum_j W_N(j)=NZ_N$, which is `sum_occupiedZ`. On the right, $\sum_j x_j^k=z(k\beta)$. Exchanging the sums over $j$ and $k$ gives the recursion.

## The bijection behind the exclusion step

The exclusion step rests on `Finset.sum_nbij'`, which equates two finite sums by means of a map and its inverse. Here the maps are `S.erase j` and `insert j S`. Five goals follow: each map lands in the right family of sets, each undoes the other, and corresponding summands agree. The inverse conditions hold because $j$ is filled in one family and empty in the other. The last goal is the energy balance $e_j+\sum_{i\in S\setminus\{j\}}e_i=\sum_{i\in S}e_i$, turned into a product of exponentials.

## Positivity and small particle numbers

Every Boltzmann weight is positive, so $Z_N>0$ exactly when some $N$-element set of levels exists, that is, when $N$ is at most the number of levels (`fermiZ_pos_iff`). For $N\ge1$, `alternating_sum_pos_iff` carries this over to the right-hand side of the recursion, despite its alternating signs.

With $Z_0=1$, the recursion gives $Z_1=z(\beta)$ and then

$$2Z_2=z(\beta)^2-z(2\beta).$$

For three particles, $3Z_3=z(\beta)Z_2-z(2\beta)Z_1+z(3\beta)$. Doubling this and inserting $Z_1$ and $Z_2$ yields

$$6Z_3=z(\beta)^3-3z(\beta)z(2\beta)+2z(3\beta).$$

`two_and_three_fermions` obtains both formulas as linear combinations of the recursion at $N=1,2,3$.

With a single level of Boltzmann factor $x$, one has $z(\beta)=x$ and $z(2\beta)=x^2$, so $2Z_2=x^2-x^2=0$: the exchange term cancels the forbidden double occupation exactly.
